# Testing a two-fermion amplitude on four spin orbitals for single-determinant form with one quadratic equation

## Amplitudes, determinants and their normalisation

Let e_0, …, e_3 be an orthonormal basis of the one-particle space C⁴; the labels stand for spin orbitals. A two-particle vector Σ p_ij e_i⊗e_j is stored as its array of components p_ij. It is fermionic if p_ji = −p_ij for all i and j.

For orbitals u and v, the unnormalised determinant u∧v = u⊗v − v⊗u has components

u_i v_j − v_i u_j.

For orthonormal u and v its norm is √2, so the normalised determinant carries a factor 1/√2. Any overall factor can be absorbed into u and doesn't affect the test below. The zero amplitude counts as a determinant, with u = v = 0.

For four labels a, b, i, j define the Plücker expression

P(a,b,i,j) = p_ab p_ij − p_ai p_bj + p_aj p_bi.

## The criterion and its use in a code

A fermionic amplitude on four spin orbitals is a single determinant if and only if

p_01 p_23 − p_02 p_13 + p_03 p_12 = 0.

A configuration-interaction code for two electrons in four spin orbitals can use this to decide whether its wavefunction is one determinant of some spin orbitals, which may mix spin up and spin down, without searching over orbital rotations. In a model with two spatial orbitals, a superposition of the two doubly occupied configurations has the form a e_0∧e_1 + b e_2∧e_3. Here a and b are coefficients, not labels; e_0 and e_1 are the two spin states of one spatial orbital, e_2 and e_3 those of the other. With both coefficients nonzero, no single-determinant ansatz represents it exactly, even if the orbitals may mix spin.

## Derivation

**Determinants satisfy the equations.** For p_ij = u_i v_j − v_i u_j the three products are

p_ab p_ij = u_a v_b u_i v_j − u_a v_b v_i u_j − v_a u_b u_i v_j + v_a u_b v_i u_j

p_ai p_bj = u_a v_i u_b v_j − u_a v_i v_b u_j − v_a u_i u_b v_j + v_a u_i v_b u_j

p_aj p_bi = u_a v_j u_b v_i − u_a v_j v_b u_i − v_a u_j u_b v_i + v_a u_j v_b u_i.

In the first minus the second plus the third, all terms cancel in pairs, so P(a,b,i,j) = 0.

**The equations give the orbitals.** Suppose that every P vanishes and some p_ab ≠ 0. Then

p_ij = (p_ai p_bj − p_bi p_aj) / p_ab.

This is the determinant of u_i = p_ai / p_ab and v_i = p_bi. If no component is nonzero, take u = v = 0. This step works for any set of orbitals.

**On four orbitals one equation suffices.** By antisymmetry of p, exchanging two neighbouring labels changes the sign of P:

P(b,a,i,j) = p_ba p_ij − p_bi p_aj + p_bj p_ai = −P(a,b,i,j)

P(a,i,b,j) = p_ai p_bj − p_ab p_ij + p_aj p_ib = −P(a,b,i,j)

P(a,b,j,i) = p_ab p_ji − p_aj p_bi + p_ai p_bj = −P(a,b,i,j).

A repeated label therefore gives P = −P = 0. Four distinct labels are a permutation of 0, 1, 2, 3 and give ±P(0,1,2,3).

**The two-pair state.** For a e_0∧e_1 + b e_2∧e_3 we have p_01 = a and p_23 = b, and the other four components with i < j vanish. The expression equals ab, so the state is a single determinant exactly when a = 0 or b = 0. For e_0∧e_1 + e_2∧e_3 it is 1, or 1/4 after normalisation, since this vector has norm 2.

## A numerical instance

Take u = (1, 0, 2, 1) and v = (0, 1, 1, 3). Then

p_01 = 1, p_02 = 1, p_03 = 3, p_12 = −2, p_13 = −1, p_23 = 5,

and the criterion gives 1·5 − 1·(−1) + 3·(−2) = 0. Recovery with the labels a = 0 and b = 1 in the formula for the orbitals returns (0, 1, 1, 3) and (−1, 0, −2, −1), which are v and −u and have the same determinant. Changing p_23 to 6, and p_32 to −6, makes the expression 1, and the amplitude is no longer a single determinant.

## The Lean file

```lean
import Mathlib

set_option maxHeartbeats 400000

namespace SlaterPlucker

variable {ι : Type*}

/-- Components `u i * v j - v i * u j` of the unnormalised two-particle Slater determinant
`u ⊗ v - v ⊗ u` in the product basis. -/
def slater (u v : ι → ℂ) (i j : ι) : ℂ := u i * v j - v i * u j

/-- A two-particle amplitude is fermionic if it changes sign when the particles are exchanged. -/
def Fermionic (p : ι → ι → ℂ) : Prop := ∀ i j, p j i = -p i j

/-- The Plücker expression of a two-particle amplitude for four orbital labels. -/
def plucker (p : ι → ι → ℂ) (a b i j : ι) : ℂ :=
  p a b * p i j - p a i * p b j + p a j * p b i

/-- A Slater determinant changes sign under exchange of the two particles. -/
theorem slater_fermionic (u v : ι → ℂ) : Fermionic (slater u v) := by
  intro i j
  simp only [slater]
  ring

/-- Every Plücker expression of a Slater determinant vanishes. -/
theorem plucker_slater (u v : ι → ℂ) (a b i j : ι) :
    plucker (slater u v) a b i j = 0 := by
  simp only [plucker, slater]
  ring

/-- For any set of orbitals, a two-particle amplitude is a single Slater determinant
(possibly zero) if and only if all its Plücker expressions vanish. -/
theorem slater_iff_all_plucker (p : ι → ι → ℂ) :
    (∃ u v, p = slater u v) ↔ ∀ a b i j, plucker p a b i j = 0 := by
  constructor
  · rintro ⟨u, v, rfl⟩
    exact plucker_slater u v
  · intro hp
    by_cases h0 : ∃ a b, p a b ≠ 0
    · -- two rows of the amplitude, one of them rescaled, serve as the orbitals
      obtain ⟨a, b, hab⟩ := h0
      refine ⟨fun i => p a i / p a b, p b, ?_⟩
      funext i j
      have h := hp a b i j
      simp only [plucker] at h
      simp only [slater]
      field_simp
      linear_combination h
    · -- the zero amplitude
      refine ⟨0, 0, ?_⟩
      funext i j
      have hz : p i j = 0 := by_contra fun h => h0 ⟨i, j, h⟩
      simp [slater, hz]

/-- For a fermionic amplitude on four orbitals, the Plücker relation for the labels
0, 1, 2, 3 implies the relation for every choice of labels. -/
theorem all_plucker_of_one {p : Fin 4 → Fin 4 → ℂ} (hp : Fermionic p)
    (h : plucker p 0 1 2 3 = 0) (a b i j : Fin 4) : plucker p a b i j = 0 := by
  have hs : ∀ i j, p j i = -p i j := hp
  -- Pauli principle: no double occupation
  have hd : ∀ i, p i i = 0 := fun i => by linear_combination (1 / 2) * hs i i
  have h10 := hs 0 1
  have h20 := hs 0 2
  have h30 := hs 0 3
  have h21 := hs 1 2
  have h31 := hs 1 3
  have h32 := hs 2 3
  have labels : ∀ k : Fin 4, k = 0 ∨ k = 1 ∨ k = 2 ∨ k = 3 := by decide
  simp only [plucker] at h
  -- each choice of labels gives zero or the given relation up to sign
  rcases labels a with rfl | rfl | rfl | rfl <;>
  rcases labels b with rfl | rfl | rfl | rfl <;>
  rcases labels i with rfl | rfl | rfl | rfl <;>
  rcases labels j with rfl | rfl | rfl | rfl <;>
  simp only [plucker, hd, h10, h20, h30, h21, h31, h32] <;>
  first
    | ring1
    | linear_combination h
    | linear_combination -h

/-- A fermionic two-particle amplitude on four orbitals is a single Slater determinant
(possibly zero) if and only if `p01 p23 - p02 p13 + p03 p12 = 0`. -/
theorem slater_iff_plucker {p : Fin 4 → Fin 4 → ℂ} (hp : Fermionic p) :
    (∃ u v, p = slater u v) ↔ p 0 1 * p 2 3 - p 0 2 * p 1 3 + p 0 3 * p 1 2 = 0 := by
  rw [slater_iff_all_plucker]
  exact ⟨fun h => h 0 1 2 3, fun h => all_plucker_of_one hp h⟩

/-- The basis orbital `e k` of the four-dimensional one-particle space. -/
def e (k : Fin 4) : Fin 4 → ℂ := Pi.single k 1

/-- The superposition `a (e0 ∧ e1) + b (e2 ∧ e3)` of two determinants without a common
orbital. -/
def pairState (a b : ℂ) : Fin 4 → Fin 4 → ℂ :=
  a • slater (e 0) (e 1) + b • slater (e 2) (e 3)

/-- The superposition `a (e0 ∧ e1) + b (e2 ∧ e3)` is a single Slater determinant if and only
if one of the two coefficients vanishes. -/
theorem pairState_slater_iff (a b : ℂ) :
    (∃ u v, pairState a b = slater u v) ↔ a = 0 ∨ b = 0 := by
  have hf : Fermionic (pairState a b) := by
    intro i j
    simp only [pairState, Pi.add_apply, Pi.smul_apply, smul_eq_mul, slater]
    ring
  -- the Plücker expression of this state is the product of the coefficients
  have hab : pairState a b 0 1 * pairState a b 2 3 - pairState a b 0 2 * pairState a b 1 3
      + pairState a b 0 3 * pairState a b 1 2 = a * b := by
    simp [pairState, slater, e]
  rw [slater_iff_plucker hf, hab, mul_eq_zero]

/-- The antisymmetric vector `e0 ∧ e1 + e2 ∧ e3` is not a single Slater determinant. -/
theorem two_pairs_not_slater :
    ¬ ∃ u v, slater (e 0) (e 1) + slater (e 2) (e 3) = slater u v := by
  rintro ⟨u, v, h⟩
  have h1 : pairState 1 1 = slater u v := by
    rw [pairState, one_smul, one_smul]
    exact h
  rcases (pairState_slater_iff 1 1).1 ⟨u, v, h1⟩ with h2 | h2 <;> exact one_ne_zero h2

end SlaterPlucker
```

```lean
#print axioms SlaterPlucker.slater_fermionic
#print axioms SlaterPlucker.slater_iff_plucker
#print axioms SlaterPlucker.two_pairs_not_slater
```

```
'SlaterPlucker.slater_fermionic' depends on axioms: [propext, Classical.choice, Quot.sound]
'SlaterPlucker.slater_iff_plucker' depends on axioms: [propext, Classical.choice, Quot.sound]
'SlaterPlucker.two_pairs_not_slater' depends on axioms: [propext, Classical.choice, Quot.sound]
```

## From the Lean statements to a numerical test

The amplitude is a function `p : ι → ι → ℂ`, the component array itself and not an element of Mathlib's tensor product type. `slater u v` is the unnormalised determinant, `Fermionic p` is exchange antisymmetry, and `Fin 4` supplies the labels 0 to 3.

`slater_iff_all_plucker` holds for any label type and doesn't assume antisymmetry, which follows from the equations. Its forward direction is the expansion in `plucker_slater`, done by `ring`. For the converse with a nonzero component `p a b`, the `refine` line supplies row `a` divided by `p a b` and row `b` unchanged, `field_simp` clears the denominator `p a b`, and `linear_combination h` applies the Plücker equation.

`all_plucker_of_one` replaces the sign argument by enumeration. It derives the zero diagonal, splits into all 256 label choices, and rewrites each entry below the diagonal through its partner above. Each case is then an identity or the given equation up to sign. `slater_iff_plucker` combines the two results into the criterion.

`pairState_slater_iff` evaluates the expression as `a * b`, and `two_pairs_not_slater` is the case where both coefficients are 1.

For an implementation, these points matter:

- **Antisymmetry has to be checked separately.** The single equation reads only entries above the diagonal. The array with p_00 = 1 and zeros elsewhere satisfies it, yet is not a determinant.
- **With more than four orbitals**, the theorem to use is `slater_iff_all_plucker`. For a nonzero amplitude, its proof of the converse uses only the equations with one fixed pair of labels a, b for which p_ab ≠ 0, so it is enough to check these for all i and j. The theorems here cover two particles only.
- **The recovered orbitals are generally not orthonormal.** Orthonormalising them changes a nonzero determinant only by a factor.
- **Rounding needs a tolerance**, and the theorems supply none: they concern exact complex numbers and don't say how close an amplitude with a small Plücker value is to a determinant. The expression is quadratic in p, so normalise the amplitude before comparing with a threshold, and divide by the component of largest modulus when recovering orbitals.
